# An n-atom chain with end-site energy h has a level above 2 exactly when h > (n+1)/n

Apply the criterion for an infinitely long chain to a short one, and it can predict an end level that the short chain does not have. A substituent on the end atom of a chain can push one level out of the band, giving a Tamm state. For a semi-infinite chain this happens above the band as soon as h > 1. With n atoms, every h with 1 < h ≤ (n+1)/n passes that test, yet no level lies above the band edge.

Here h is the energy of the substituted atom, measured from that of the other atoms in units of the coupling between neighbours. In these units the band of the infinite chain runs from −2 to 2. In Hückel theory the orbital energy is α + Eβ with β < 0, so E > 2 means an orbital more strongly bound than the band.

For n ≥ 1, a level E > 2 exists if and only if h > (n+1)/n. It is then unique, nondegenerate and smaller than h + 1/h. In a non-interacting model with equal couplings, this tells how long a chain must be for a given h > 1 to split off a level: n > 1/(h−1).

## Solving the chain from its unsubstituted end

Number the sites 0, …, n−1, with the substituent on site 0, and let v(k) be the amplitude on site k. Setting v(n) = 0, the eigenvalue equation reads

h v(0) + v(1) = E v(0),

v(k) + v(k+2) = E v(k+1) for k ≥ 0 and k+1 < n.

Count atoms from the other end and define

a(E, 0) = 0, a(E, 1) = 1, a(E, m+2) = E a(E, m+1) − a(E, m).

The second set of equations forces v(k) = c a(E, n−k), with c = v(n−1). The equation at site 0 becomes

c [a(E, n+1) − h a(E, n)] = 0.

A nonzero vector has c ≠ 0, so E is a level exactly when a(E, n+1) = h a(E, n). All its eigenvectors are multiples of one orbital.

For E ≥ 2,

a(E, m+2) − a(E, m+1) = (E−2) a(E, m+1) + [a(E, m+1) − a(E, m)].

By induction the amplitudes are nonnegative and grow by at least 1 per atom towards the substituent. At E = 2 they are a(2, m) = m.

## Threshold, uniqueness and upper bound

For 2 ≤ x < y put

D(m) = a(y, m+1) a(x, m) − a(x, m+1) a(y, m).

Then D(1) = y − x, and inserting the recursion gives

D(m+1) = D(m) + (y−x) a(x, m+1) a(y, m+1).

Hence D(n) > 0: the ratio a(E, n+1)/a(E, n) increases strictly with E. At a level this ratio equals h, so two levels above 2 are impossible. At E = 2 it equals (n+1)/n, so a level above 2 requires h > (n+1)/n.

Conversely, let h > (n+1)/n, so that h > 1, and set F(E) = a(E, n+1) − h a(E, n). At the band edge F(2) = n + 1 − hn < 0. At E = h + 1/h the recursion gives

a(E, m+2) − h a(E, m+1) = (1/h) [a(E, m+1) − h a(E, m)].

The bracket is 1 at m = 0, so F(h + 1/h) = h⁻ⁿ > 0. Also h + 1/h − 2 = (h−1)²/h > 0. The continuous function F therefore vanishes between 2 and h + 1/h, and by uniqueness this zero is the only level above 2.

## Two atoms with h = 1.2 and h = 2

For n = 2 the threshold is 3/2 and the secular equation is E² − hE − 1 = 0. With h = 1.2 the upper level is 0.6 + √1.36 ≈ 1.766, inside the band although h > 1. With h = 2 it is 1 + √2 ≈ 2.414, below the bound 2.5. Its normalised orbital is about (0.924, 0.383), with 85% of the weight on the substituted atom.

## The chain and its levels in Lean

```lean
import Mathlib

open Matrix

namespace TammChainEnd

noncomputable section
```

The matrix element has unit coupling between neighbours and h on site 0.

```lean
/-- Matrix element between sites `i` and `j`: unit coupling between neighbours, and the site
energy `h` on site `0`. -/
def coupling (h : ℝ) (i j : ℕ) : ℝ :=
  (if i = j + 1 then 1 else 0) + (if j = i + 1 then 1 else 0) + (if i = 0 ∧ j = 0 then h else 0)
```

`Fin n` supplies the site labels 0, …, n−1.

```lean
/-- The adjacency matrix of the `n`-atom path with first diagonal entry `h`. -/
def chain (n : ℕ) (h : ℝ) : Matrix (Fin n) (Fin n) ℝ :=
  Matrix.of fun i j => coupling h i j
```

A level is an eigenvalue with a nonzero real eigenvector; `*ᵥ` is the matrix–vector product.

```lean
/-- `E` is a level of the chain: the matrix has a nonzero eigenvector with eigenvalue `E`. -/
def IsLevel (n : ℕ) (h E : ℝ) : Prop :=
  ∃ v : Fin n → ℝ, v ≠ 0 ∧ chain n h *ᵥ v = E • v
```

`amp E m` is a(E, m), counted from the unsubstituted end.

```lean
/-- Amplitude at energy `E` on the `m`-th atom counted from the unsubstituted end, where the
first atom has amplitude one and the amplitude beyond the end is zero. -/
def amp (E : ℝ) : ℕ → ℝ
  | 0 => 0
  | 1 => 1
  | m + 2 => E * amp E (m + 1) - amp E m
```

The orbital reverses that count to match the site labels. It is not normalised.

```lean
/-- The orbital on `n` atoms built from these amplitudes, with site `0` the substituted end. -/
def orbital (n : ℕ) (E : ℝ) : Fin n → ℝ := fun i => amp E (n - i)
```

These definitions describe a finite, non-interacting chain. That a real substituent shifts only one site energy, and leaves the neighbouring coupling unchanged, is an assumption about the molecule or surface.

The matrix is symmetric, so a one-dimensional eigenspace also means a simple root of the characteristic polynomial.

```lean
/-- The matrix of the substituted chain is symmetric. -/
theorem chain_isSymm (n : ℕ) (h : ℝ) : (chain n h).IsSymm := by
  have key : ∀ a b : ℕ, coupling h a b = coupling h b a := by
    intro a b
    rcases a with _ | a <;> rcases b with _ | b <;> simp [coupling, add_comm]
  exact Matrix.IsSymm.ext fun i j => key j i
```

## From the matrix to the secular equation

The next lemma turns the matrix equation into the site equations. Its helper `pick` extracts one amplitude from a row sum; the condition `f n = 0` takes care of the missing neighbour, also when n = 1.

```lean
/-- For amplitudes `f` that vanish just beyond the last of `n ≥ 1` atoms, the eigenvalue equation
is one equation at the substituted atom and one at each further atom. -/
theorem site_equations {n : ℕ} (hn : 0 < n) {h E : ℝ} (f : ℕ → ℝ) (hf : f n = 0) :
    (chain n h *ᵥ (fun j : Fin n => f j) = E • (fun j : Fin n => f j)) ↔
      h * f 0 + f 1 = E * f 0 ∧ ∀ k, k + 1 < n → f k + f (k + 2) = E * f (k + 1) := by
  have e : ∀ i : Fin n, (chain n h *ᵥ (fun j : Fin n => f j)) i
      = ∑ j ∈ Finset.range n, coupling h i j * f j :=
    fun i => Fin.sum_univ_eq_sum_range (fun j => coupling h i j * f j) n
  -- a single coupling picks out a single amplitude
  have pick : ∀ (a : ℕ) (c : ℝ), a ≤ n →
      ∑ j ∈ Finset.range n, (if j = a then c else 0) * f j = c * f a := by
    intro a c ha
    simp only [ite_mul, zero_mul, Finset.sum_ite_eq', Finset.mem_range]
    by_cases h1 : a < n
    · rw [if_pos h1]
    · rw [if_neg h1, show a = n by omega, hf, mul_zero]
  have row0 : (chain n h *ᵥ (fun j : Fin n => f j)) ⟨0, hn⟩ = h * f 0 + f 1 := by
    have c0 : ∀ j, coupling h 0 j = (if j = 1 then 1 else 0) + (if j = 0 then h else 0) := by
      intro j
      rcases j with _ | _ | j <;> simp [coupling]
    rw [e]
    change ∑ j ∈ Finset.range n, coupling h 0 j * f j = _
    simp only [c0, add_mul, Finset.sum_add_distrib]
    rw [pick 1 1 hn, pick 0 h (Nat.zero_le n)]
    ring
  have rowS : ∀ k (hk : k + 1 < n),
      (chain n h *ᵥ (fun j : Fin n => f j)) ⟨k + 1, hk⟩ = f k + f (k + 2) := by
    intro k hk
    have c1 : ∀ j, coupling h (k + 1) j
        = (if j = k then 1 else 0) + (if j = k + 1 + 1 then 1 else 0) := by
      intro j
      simp [coupling, @eq_comm ℕ k j]
    rw [e]
    change ∑ j ∈ Finset.range n, coupling h (k + 1) j * f j = _
    simp only [c1, add_mul, Finset.sum_add_distrib]
    rw [pick k 1 (by omega), pick (k + 1 + 1) 1 (by omega), one_mul, one_mul]
  constructor
  · intro H
    exact ⟨row0.symm.trans (congrFun H ⟨0, hn⟩),
      fun k hk => (rowS k hk).symm.trans (congrFun H ⟨k + 1, hk⟩)⟩
  · rintro ⟨H0, HS⟩
    ext ⟨i, hi⟩
    cases i with
    | zero => exact row0.trans H0
    | succ k => exact (rowS k hi).trans (HS k hi)
```

To solve these equations, the proof extends the vector by zero and carries two adjacent amplitudes through the induction, as the two-step recursion requires. The constant `c` is the amplitude on the last atom.

```lean
/-- For `n ≥ 1`, the solutions of the eigenvalue equation are the multiples `c` of the orbital
for which `c` times the mismatch at the substituted end vanishes. -/
theorem eigenvector_iff {n : ℕ} (hn : 0 < n) {h E : ℝ} {v : Fin n → ℝ} :
    chain n h *ᵥ v = E • v ↔
      ∃ c : ℝ, v = c • orbital n E ∧ c * (amp E (n + 1) - h * amp E n) = 0 := by
  have r : ∀ m, 0 < m → amp E (m + 1) = E * amp E m - amp E (m - 1) := by
    intro m hm
    obtain ⟨p, rfl⟩ : ∃ p, m = p + 1 := ⟨m - 1, by omega⟩
    rfl
  constructor
  · intro hv
    obtain ⟨f, hf, hvf⟩ : ∃ f : ℕ → ℝ, f n = 0 ∧ v = fun j : Fin n => f j :=
      ⟨fun k => if hk : k < n then v ⟨k, hk⟩ else 0, by simp, by ext j; simp⟩
    subst hvf
    obtain ⟨H0, HS⟩ := (site_equations hn f hf).1 hv
    -- propagate the amplitudes from the unsubstituted end
    have key : ∀ m, m + 1 ≤ n → f (n - m) = f (n - 1) * amp E m ∧
        f (n - (m + 1)) = f (n - 1) * amp E (m + 1) := by
      intro m
      induction m with
      | zero => intro _; simp [amp, hf]
      | succ m ih =>
        intro hm
        obtain ⟨a, b⟩ := ih (by omega)
        refine ⟨b, ?_⟩
        have s := HS (n - (m + 1 + 1)) (by omega)
        rw [show n - (m + 1 + 1) + 1 = n - (m + 1) by omega,
          show n - (m + 1 + 1) + 2 = n - m by omega, a, b] at s
        have q : amp E (m + 1 + 1) = E * amp E (m + 1) - amp E m := rfl
        rw [q]
        linear_combination s
    refine ⟨f (n - 1), ?_, ?_⟩
    · ext i
      have hi := i.isLt
      have q := (key (n - (i : ℕ) - 1) (by omega)).2
      rw [show n - (i : ℕ) - 1 + 1 = n - (i : ℕ) by omega,
        show n - (n - (i : ℕ)) = (i : ℕ) by omega] at q
      exact q
    · obtain ⟨a, b⟩ := key (n - 1) (by omega)
      rw [show n - (n - 1) = 1 by omega] at a
      rw [show n - 1 + 1 = n by omega, Nat.sub_self] at b
      rw [a, b] at H0
      rw [r n hn]
      linear_combination (-1) * H0
  · rintro ⟨c, rfl, hc⟩
    refine (site_equations hn (fun k => c * amp E (n - k)) (by simp [amp])).2
      ⟨?_, fun k hk => ?_⟩
    · change h * (c * amp E n) + c * amp E (n - 1) = E * (c * amp E n)
      rw [r n hn] at hc
      linear_combination (-1) * hc
    · have q := r (n - (k + 1)) (by omega)
      rw [show n - (k + 1) + 1 = n - k by omega,
        show n - (k + 1) - 1 = n - (k + 2) by omega] at q
      linear_combination c * q
```

For a nonzero vector `c` cannot vanish, which leaves the secular equation. Conversely, the orbital is nonzero because its last amplitude is 1.

```lean
/-- Secular equation: for `n ≥ 1`, `E` is a level exactly when the amplitudes match at the
substituted end. -/
theorem isLevel_iff {n : ℕ} (hn : 0 < n) {h E : ℝ} :
    IsLevel n h E ↔ amp E (n + 1) = h * amp E n := by
  constructor
  · rintro ⟨v, hv0, hv⟩
    obtain ⟨c, hc, hs⟩ := (eigenvector_iff hn).1 hv
    rcases mul_eq_zero.1 hs with h0 | h0
    · exact (hv0 (by rw [hc, h0, zero_smul])).elim
    · linarith
  · intro hs
    refine ⟨orbital n E, fun H => ?_, (eigenvector_iff hn).2 ⟨1, by rw [one_smul], by
      rw [hs]; ring⟩⟩
    have q := congrFun H ⟨n - 1, by omega⟩
    change amp E (n - (n - 1)) = 0 at q
    rw [show n - (n - 1) = 1 by omega] at q
    simp [amp] at q
```

## Amplitudes at and above the band edge

The growth estimate and the values at E = 2 follow by induction.

```lean
/-- For `E ≥ 2` the amplitudes are nonnegative and grow by at least one per atom. -/
theorem amp_growth {E : ℝ} (hE : 2 ≤ E) (m : ℕ) :
    0 ≤ amp E m ∧ amp E m + 1 ≤ amp E (m + 1) := by
  induction m with
  | zero => simp [amp]
  | succ m ih =>
    obtain ⟨a, b⟩ := ih
    have p : 0 ≤ amp E (m + 1) := by linarith
    have q : amp E (m + 1 + 1) = E * amp E (m + 1) - amp E m := rfl
    refine ⟨p, ?_⟩
    rw [q]
    nlinarith [mul_nonneg (sub_nonneg.2 hE) p]

/-- At `E = 2` the amplitude on the `m`-th atom is `m`. -/
theorem amp_two (m : ℕ) : amp 2 m = m := by
  have key : amp 2 m = m ∧ amp 2 (m + 1) = m + 1 := by
    induction m with
    | zero => simp [amp]
    | succ m ih =>
      have q : amp 2 (m + 1 + 1) = 2 * amp 2 (m + 1) - amp 2 m := rfl
      refine ⟨by push_cast; exact ih.2, ?_⟩
      rw [q, ih.1, ih.2]
      push_cast
      ring
  exact key.1
```

The ratio comparison is stated as D(n) > 0, without division. In the induction step `nlinarith` receives the positive product (y−x) a(x, m+1) a(y, m+1) and adds it to the previous inequality.

```lean
/-- For `n ≥ 1` and energies `2 ≤ x < y`, the ratio of the amplitudes `n + 1` and `n` is larger
at `y` than at `x` (written without division). -/
theorem amp_ratio_lt {n : ℕ} (hn : 0 < n) {x y : ℝ} (hx : 2 ≤ x) (hxy : x < y) :
    amp x (n + 1) * amp y n < amp y (n + 1) * amp x n := by
  obtain ⟨p, rfl⟩ : ∃ p, n = p + 1 := ⟨n - 1, by omega⟩
  clear hn
  induction p with
  | zero =>
    change (x * 1 - 0) * 1 < (y * 1 - 0) * 1
    linarith
  | succ p ih =>
    have gx := amp_growth hx (p + 1)
    have gy := amp_growth (hx.trans hxy.le) (p + 1)
    have px : 0 < amp x (p + 1 + 1) := by linarith [gx.1, gx.2]
    have py : 0 < amp y (p + 1 + 1) := by linarith [gy.1, gy.2]
    change (x * amp x (p + 1 + 1) - amp x (p + 1)) * amp y (p + 1 + 1)
      < (y * amp y (p + 1 + 1) - amp y (p + 1)) * amp x (p + 1 + 1)
    nlinarith [ih, mul_pos (sub_pos.2 hxy) (mul_pos px py)]
```

## A level from the intermediate value theorem

Existence rests on Mathlib's `intermediate_value_Ioo`. For a function continuous on a closed interval, it says that every value strictly between the two endpoint values is taken at an interior point. Here the value is 0, `lo` and `hi` give the signs at the endpoints, and `cont` gives continuity by induction on the recursion. Because the point is interior, both strict bounds, 2 < E and E < h + 1/h, come with it. The code writes `k` for 1/h, so that `top`, the formula for F at the upper endpoint, needs only h k = 1.

```lean
/-- If `n ≥ 1` and `h > (n + 1) / n`, the chain has a level between `2` and `h + 1 / h`. -/
theorem exists_level {n : ℕ} (hn : 0 < n) {h : ℝ} (hh : ((n : ℝ) + 1) / n < h) :
    ∃ E, 2 < E ∧ E < h + 1 / h ∧ IsLevel n h E := by
  have hn' : (0 : ℝ) < n := by exact_mod_cast hn
  have hh' : (n : ℝ) + 1 < h * n := (div_lt_iff₀ hn').1 hh
  have h1 : 1 < h := by
    by_contra hc
    nlinarith [mul_nonneg (sub_nonneg.2 (not_lt.1 hc)) hn'.le]
  have hpos : 0 < h := by linarith
  obtain ⟨k, hkd⟩ : ∃ k, k = 1 / h := ⟨_, rfl⟩
  have hk : h * k = 1 := by rw [hkd]; exact mul_one_div_cancel hpos.ne'
  have kpos : 0 < k := by rw [hkd]; exact one_div_pos.2 hpos
  rw [← hkd]
  have hy : 2 < h + k := by
    have q : h + k - 2 = (h - 1) ^ 2 * k := by linear_combination (2 - h) * hk
    have q' : 0 < (h - 1) ^ 2 * k := mul_pos (pow_pos (sub_pos.2 h1) 2) kpos
    linarith
  -- the secular function at `h + 1 / h` is a positive power of `1 / h`
  have top : ∀ m, amp (h + k) (m + 1) - h * amp (h + k) m = k ^ m := by
    intro m
    induction m with
    | zero => simp [amp]
    | succ m ih =>
      have q : amp (h + k) (m + 1 + 1) = (h + k) * amp (h + k) (m + 1) - amp (h + k) m := rfl
      rw [q, pow_succ]
      linear_combination k * ih + amp (h + k) m * hk
  have cont : ∀ m, Continuous (fun x => amp x m) ∧ Continuous (fun x => amp x (m + 1)) := by
    intro m
    induction m with
    | zero =>
      exact ⟨(continuous_const : Continuous fun _ : ℝ => (0 : ℝ)),
        (continuous_const : Continuous fun _ : ℝ => (1 : ℝ))⟩
    | succ m ih =>
      have q : Continuous fun x : ℝ => x * amp x (m + 1) - amp x m :=
        (continuous_id.mul ih.2).sub ih.1
      exact ⟨ih.2, q⟩
  have hc : Continuous fun x => amp x (n + 1) - h * amp x n :=
    (cont n).2.sub (continuous_const.mul (cont n).1)
  have lo : amp 2 (n + 1) - h * amp 2 n < 0 := by
    rw [amp_two, amp_two]
    push_cast
    linarith
  have hi : 0 < amp (h + k) (n + 1) - h * amp (h + k) n := by
    rw [top]
    exact pow_pos kpos n
  obtain ⟨E, ⟨hE1, hE2⟩, hE⟩ := intermediate_value_Ioo hy.le hc.continuousOn ⟨lo, hi⟩
  have hE' : amp E (n + 1) - h * amp E n = 0 := hE
  exact ⟨E, hE1, hE2, (isLevel_iff hn).2 (by linarith)⟩
```

## The threshold theorem and the bound on the Tamm level

The theorem has three parts: the equivalence, uniqueness above 2, and a one-dimensional eigenspace for every level, inside the band or out. The first two use the ratio comparison, once against E = 2 and once between two supposed levels. For the third, two eigenvectors are multiples `a` and `d` of the same orbital, so the second is `d / a` times the first.

```lean
/-- For a chain of `n ≥ 1` atoms, a level above `2` exists if and only if `h > (n + 1) / n`;
there is at most one such level, and every level has a one-dimensional eigenspace. -/
theorem tamm_state {n : ℕ} (hn : 0 < n) (h : ℝ) :
    ((∃ E, 2 < E ∧ IsLevel n h E) ↔ ((n : ℝ) + 1) / n < h) ∧
    (∀ E E', 2 < E → 2 < E' → IsLevel n h E → IsLevel n h E' → E = E') ∧
    (∀ E, IsLevel n h E →
      Module.finrank ℝ (Module.End.eigenspace (Matrix.toLin' (chain n h)) E) = 1) := by
  have hn' : (0 : ℝ) < n := by exact_mod_cast hn
  refine ⟨⟨?_, fun hh => ?_⟩, ?_, ?_⟩
  · -- compare the amplitude ratio at `E` with its value at the band edge
    rintro ⟨E, hE, hl⟩
    have c := amp_ratio_lt hn le_rfl hE
    rw [amp_two, amp_two, (isLevel_iff hn).1 hl] at c
    push_cast at c
    rw [div_lt_iff₀ hn']
    have q : ((n : ℝ) + 1) * amp E n < (h * n) * amp E n := by linarith
    exact lt_of_mul_lt_mul_right q (amp_growth hE.le n).1
  · obtain ⟨E, hE, -, hl⟩ := exists_level hn hh
    exact ⟨E, hE, hl⟩
  · -- two levels would share one value of a strictly increasing ratio
    have no : ∀ x y, 2 < x → x < y → IsLevel n h x → IsLevel n h y → False := by
      intro x y hx hxy lx ly
      have c := amp_ratio_lt hn hx.le hxy
      rw [(isLevel_iff hn).1 lx, (isLevel_iff hn).1 ly] at c
      linarith
    intro E E' hE hE' l l'
    rcases lt_trichotomy E E' with q | q | q
    · exact (no E E' hE q l l').elim
    · exact q
    · exact (no E' E hE' q l' l).elim
  · rintro E ⟨v, hv0, hv⟩
    have mem : ∀ w, w ∈ Module.End.eigenspace (Matrix.toLin' (chain n h)) E ↔
        chain n h *ᵥ w = E • w := fun w => by
      rw [Module.End.mem_eigenspace_iff, Matrix.toLin'_apply]
    obtain ⟨a, ha, -⟩ := (eigenvector_iff hn).1 hv
    have ha0 : a ≠ 0 := fun h0 => hv0 (by rw [ha, h0, zero_smul])
    refine finrank_eq_one
      (⟨v, (mem v).2 hv⟩ : Module.End.eigenspace (Matrix.toLin' (chain n h)) E)
      (fun H => hv0 (congrArg Subtype.val H)) ?_
    rintro ⟨w, hw⟩
    obtain ⟨d, hd, -⟩ := (eigenvector_iff hn).1 ((mem w).1 hw)
    refine ⟨d / a, Subtype.ext ?_⟩
    change (d / a) • v = w
    rw [ha, hd, smul_smul, div_mul_cancel₀ _ ha0]
```

Any level above 2 must coincide with the one already constructed, and so inherits its upper bound.

```lean
/-- For `n ≥ 1`, a level above `2` lies below `h + 1 / h`. -/
theorem tamm_level_lt {n : ℕ} (hn : 0 < n) {h E : ℝ} (hE : 2 < E) (hl : IsLevel n h E) :
    E < h + 1 / h := by
  obtain ⟨thr, uniq, -⟩ := tamm_state hn h
  obtain ⟨E', h2, hlt, hl'⟩ := exists_level hn (thr.1 ⟨E, hE, hl⟩)
  rw [uniq E E' hE h2 hl hl']
  exact hlt

end

end TammChainEnd
```

```lean
#print axioms TammChainEnd.chain_isSymm
#print axioms TammChainEnd.isLevel_iff
#print axioms TammChainEnd.tamm_level_lt
```

```
'TammChainEnd.chain_isSymm' depends on axioms: [propext, Classical.choice, Quot.sound]
'TammChainEnd.isLevel_iff' depends on axioms: [propext, Classical.choice, Quot.sound]
'TammChainEnd.tamm_level_lt' depends on axioms: [propext, Classical.choice, Quot.sound]
```
